# Coherent transmission between two contacts is at most the smaller broadening rank

Take one level of energy $\varepsilon$, coupled to a left contact with broadening $\alpha\ge 0$ and to a right contact with broadening $\beta\ge 0$. At energy $E$ its retarded Green function is

$$G=\frac{1}{E-\varepsilon+\tfrac{i}{2}(\alpha+\beta)},$$

provided the denominator is nonzero, and the transmission is $T=\alpha\beta|G|^2$. The amplitude for reflection back into the left contact is $r=1-i\alpha G$. Since $i(G-\bar G)=(\alpha+\beta)|G|^2$,

$$|r|^2=1-\alpha(\alpha+\beta)|G|^2+\alpha^2|G|^2=1-T .$$

What is not reflected is transmitted, so $0\le T\le 1$. If either broadening vanishes, $T=0$. The upper bound is therefore the smaller of the ranks of $\alpha$ and $\beta$, read as $1\times1$ matrices: the rank is one for a positive broadening and zero for a vanishing one.

## Flux conservation for many levels

Let $H$ be a Hermitian matrix, the device Hamiltonian in a finite orthonormal basis, and let $A$ and $B$ be the positive semidefinite broadenings of the two contacts. Write $^*$ for the conjugate transpose and put $M=E-H+\tfrac{i}{2}(A+B)$. Suppose $M$ has an inverse $G$. The claim is that $T=\operatorname{tr}(AGBG^*)$ is real and

$$0\le T\le\min(\operatorname{rank}A,\operatorname{rank}B).$$

Because $H$ is Hermitian, $M-M^*=i(A+B)$. Multiplying by $G$ on the left and $G^*$ on the right gives $iG(A+B)G^*=G^*-G$. With the two factors exchanged the right-hand side is the same, so

$$G(A+B)G^*=i(G-G^*)=G^*(A+B)G .$$

Diagonalise $A=U\Lambda U^*$ and set $a=\Lambda^{1/2}U^*$, so that $A=a^*a$. The reflection matrix is $r=1-iaGa^*$, and

$$rr^*=1-a\,i(G-G^*)\,a^*+aGAG^*a^*=1-aGBG^*a^* .$$

Let $X=aGBG^*a^*$. It is positive semidefinite because $B$ is, and $1-X=rr^*$ is positive semidefinite too. The eigenvalues of $X$ thus lie in $[0,1]$, and their sum is at most the number of nonzero ones: $\operatorname{tr}X\le\operatorname{rank}X$. Cyclicity of the trace gives $\operatorname{tr}X=T$. A product has at most the rank of each factor, so $\operatorname{rank}X\le\operatorname{rank}a=\operatorname{rank}A$ and $\operatorname{rank}X\le\operatorname{rank}B$.

In simulations of non-interacting coherent transport this is a check on a computed $T(E)$, taken before any factor of two for spin: a value above the smaller rank by more than rounding error shows that something in the input, the inversion or the evaluation of the trace is wrong. A value within the bound certifies nothing.

## The device and its Green function in Lean

```lean
import Mathlib

open scoped Matrix ComplexOrder

namespace BallisticTransmission

noncomputable section

variable {n : Type*} [Fintype n] [DecidableEq n]
```

The finite type `n` labels the basis orbitals.

```lean
/-- The matrix `E - H + i(A + B)/2` of a device with Hamiltonian `H` and contact
broadenings `A` and `B` at energy `E`. -/
def openDevice (H A B : Matrix n n ℂ) (E : ℝ) : Matrix n n ℂ :=
  (E : ℂ) • (1 : Matrix n n ℂ) - H + (Complex.I / 2) • (A + B)
```

`openDevice` is $M$. The plus sign before $i/2$ selects the retarded convention. The broadenings are given matrices, not derived from a model of the leads. A Hermitian level shift caused by the contacts at energy $E$ can be included in `H`. There is no inelastic scattering and no third contact.

```lean
/-- `G` is the retarded Green function of the device: it inverts `E - H + i(A + B)/2`. -/
def IsGreen (H A B : Matrix n n ℂ) (E : ℝ) (G : Matrix n n ℂ) : Prop :=
  openDevice H A B E * G = 1
```

`IsGreen` states invertibility as an equation for `G`. Physically, it excludes a state at energy $E$ that is decoupled from both contacts; such a state would never decay, and no `G` would satisfy the equation.

```lean
/-- The transmission `tr(A G B G*)` between the contacts. -/
def transmission (A B G : Matrix n n ℂ) : ℂ :=
  (A * G * B * Gᴴ).trace
```

`transmission` is complex-valued, so its reality has to be proved.

```lean
/-- The reflection matrix `1 - i a G a*` of a contact with coupling amplitudes `a`. -/
def reflection (a G : Matrix n n ℂ) : Matrix n n ℂ :=
  1 - Complex.I • (a * G * aᴴ)
```

Here `a` is square, of the same size as the device. A zero row stands for a fictitious channel that reflects everything.

## The spectral identity and the coupling amplitudes

```lean
/-- For Hermitian `H`, `A` and `B`, the Green function satisfies
`G (A + B) G* = i(G - G*) = G* (A + B) G`. -/
theorem spectral_identity {H A B G : Matrix n n ℂ} {E : ℝ} (hH : H.IsHermitian)
    (hA : A.IsHermitian) (hB : B.IsHermitian) (hG : IsGreen H A B E G) :
    G * (A + B) * Gᴴ = Complex.I • (G - Gᴴ) ∧
      Gᴴ * (A + B) * G = Complex.I • (G - Gᴴ) := by
  have hs : star (Complex.I / 2) = -(Complex.I / 2) := by
    apply Complex.ext <;> simp
    norm_num
  have hE : star (E : ℂ) = (E : ℂ) := Complex.conj_ofReal E
  -- the anti-Hermitian part comes from the contacts alone
  have hdiff : openDevice H A B E - (openDevice H A B E)ᴴ = Complex.I • (A + B) := by
    simp only [openDevice, Matrix.conjTranspose_add, Matrix.conjTranspose_sub,
      Matrix.conjTranspose_smul, Matrix.conjTranspose_one, hH.eq, hA.eq, hB.eq, hs, hE]
    module
  have h1 : openDevice H A B E * G = 1 := hG
  have h2 : G * openDevice H A B E = 1 := mul_eq_one_comm.mp h1
  have h3 : Gᴴ * (openDevice H A B E)ᴴ = 1 := by
    rw [← Matrix.conjTranspose_mul, h1, Matrix.conjTranspose_one]
  have h4 : (openDevice H A B E)ᴴ * Gᴴ = 1 := mul_eq_one_comm.mp h3
  have aux : ∀ X Y : Matrix n n ℂ, Complex.I • X = -Y → X = Complex.I • Y := by
    intro X Y h
    calc X = -(Complex.I • (Complex.I • X)) := by
          rw [smul_smul, Complex.I_mul_I, neg_smul, one_smul, neg_neg]
      _ = Complex.I • Y := by rw [h, smul_neg, neg_neg]
  constructor
  · apply aux
    calc Complex.I • (G * (A + B) * Gᴴ)
        = G * (Complex.I • (A + B)) * Gᴴ := by rw [Matrix.mul_smul, Matrix.smul_mul]
      _ = (G * openDevice H A B E) * Gᴴ - G * ((openDevice H A B E)ᴴ * Gᴴ) := by
          rw [← hdiff, Matrix.mul_sub, Matrix.sub_mul, Matrix.mul_assoc G _ᴴ]
      _ = -(G - Gᴴ) := by rw [h2, h4, Matrix.one_mul, Matrix.mul_one, neg_sub]
  · apply aux
    calc Complex.I • (Gᴴ * (A + B) * G)
        = Gᴴ * (Complex.I • (A + B)) * G := by rw [Matrix.mul_smul, Matrix.smul_mul]
      _ = Gᴴ * (openDevice H A B E * G) - (Gᴴ * (openDevice H A B E)ᴴ) * G := by
          rw [← hdiff, Matrix.mul_sub, Matrix.sub_mul, Matrix.mul_assoc Gᴴ (openDevice H A B E)]
      _ = -(G - Gᴴ) := by rw [h1, h3, Matrix.one_mul, Matrix.mul_one, neg_sub]
```

`hdiff` is the formula for $M-M^*$. The facts `h1` to `h4` say that $G$ and $G^*$ are two-sided inverses of $M$ and $M^*$; for square matrices one side implies the other. The two `calc` blocks carry out the multiplications from left and right, and `aux` removes the factor $i$. Only Hermiticity of the broadenings is used.

```lean
/-- A positive semidefinite broadening is `a* a` for some matrix `a` of coupling amplitudes. -/
theorem exists_coupling {A : Matrix n n ℂ} (hA : A.PosSemidef) :
    ∃ a : Matrix n n ℂ, A = aᴴ * a := by
  obtain ⟨U, hU, hAU⟩ : ∃ U : Matrix n n ℂ, U * Uᴴ = 1 ∧
      A * U = U * Matrix.diagonal (fun i => (hA.1.eigenvalues i : ℂ)) := by
    refine ⟨hA.1.eigenvectorUnitary,
      Matrix.mem_unitaryGroup_iff.mp hA.1.eigenvectorUnitary.2, ?_⟩
    ext i j
    have h := congrFun (hA.1.mulVec_eigenvectorBasis j) i
    rw [Matrix.mul_diagonal]
    simpa [Matrix.mul_apply, Matrix.mulVec, dotProduct,
      Matrix.IsHermitian.eigenvectorUnitary_apply, mul_comm] using h
  -- take the square root of the eigenvalues
  obtain ⟨D, hD, hDD⟩ : ∃ D : Matrix n n ℂ, Dᴴ = D ∧
      D * D = Matrix.diagonal (fun i => (hA.1.eigenvalues i : ℂ)) := by
    have hs : ∀ i, ((Real.sqrt (hA.1.eigenvalues i) : ℝ) : ℂ) *
        ((Real.sqrt (hA.1.eigenvalues i) : ℝ) : ℂ) = (hA.1.eigenvalues i : ℂ) := by
      intro i
      rw [← Complex.ofReal_mul, Real.mul_self_sqrt (hA.eigenvalues_nonneg i)]
    refine ⟨Matrix.diagonal (fun i => ((Real.sqrt (hA.1.eigenvalues i) : ℝ) : ℂ)), ?_, ?_⟩
    · rw [Matrix.diagonal_conjTranspose]
      exact congrArg Matrix.diagonal (funext fun i => Complex.conj_ofReal _)
    · simp only [Matrix.diagonal_mul_diagonal, hs]
  refine ⟨D * Uᴴ, ?_⟩
  rw [Matrix.conjTranspose_mul, Matrix.conjTranspose_conjTranspose, hD]
  calc A = A * (U * Uᴴ) := by rw [hU, Matrix.mul_one]
    _ = (A * U) * Uᴴ := by rw [Matrix.mul_assoc]
    _ = U * (D * D) * Uᴴ := by rw [hAU, hDD]
    _ = U * D * (D * Uᴴ) := by simp only [Matrix.mul_assoc]
```

This is the factorisation $A=a^*a$. `U` holds the eigenvectors and `D` is $\Lambda^{1/2}$, which exists as a real matrix because the eigenvalues are nonnegative.

## From flux conservation to the bound

```lean
/-- Flux conservation: for Hermitian `H` and `B` and a first contact with broadening `a* a`, the
Green function `G` and the reflection matrix `r` satisfy `r r* + a G B G* a* = 1`. -/
theorem flux_conservation {H B G a : Matrix n n ℂ} {E : ℝ} (hH : H.IsHermitian)
    (hB : B.IsHermitian) (hG : IsGreen H (aᴴ * a) B E G) :
    reflection a G * (reflection a G)ᴴ + a * G * B * Gᴴ * aᴴ = 1 := by
  have h := (spectral_identity hH (Matrix.isHermitian_conjTranspose_mul_self a) hB hG).1
  have h2 : a * (G * (aᴴ * a + B) * Gᴴ) * aᴴ
      = Complex.I • (a * G * aᴴ) - Complex.I • (a * Gᴴ * aᴴ) := by
    rw [h]
    simp only [Matrix.mul_smul, Matrix.smul_mul, Matrix.mul_sub, Matrix.sub_mul, smul_sub]
  have h3 : (a * G * aᴴ) * (a * Gᴴ * aᴴ) + a * G * B * Gᴴ * aᴴ
      = a * (G * (aᴴ * a + B) * Gᴴ) * aᴴ := by
    simp only [Matrix.mul_add, Matrix.add_mul, Matrix.mul_assoc]
  have hr : (reflection a G)ᴴ = 1 + Complex.I • (a * Gᴴ * aᴴ) := by
    have hI : star Complex.I = -Complex.I := Complex.conj_I
    simp only [reflection, Matrix.conjTranspose_sub, Matrix.conjTranspose_one,
      Matrix.conjTranspose_smul, Matrix.conjTranspose_mul, Matrix.conjTranspose_conjTranspose,
      hI, neg_smul, sub_neg_eq_add, Matrix.mul_assoc]
  have hexp : ∀ P Q : Matrix n n ℂ, (1 - Complex.I • P) * (1 + Complex.I • Q)
      = 1 - Complex.I • P + Complex.I • Q + P * Q := by
    intro P Q
    simp only [Matrix.sub_mul, Matrix.mul_add, Matrix.one_mul, Matrix.mul_one,
      Matrix.smul_mul, Matrix.mul_smul, smul_sub, smul_smul, Complex.I_mul_I, neg_smul,
      one_smul]
    abel
  rw [hr, reflection, hexp, add_assoc, h3, h2]
  abel
```

`hexp` expands $rr^*$, `h3` combines the quadratic term with the transmitted part into $aG(A+B)G^*a^*$, and `h2` replaces that by the spectral identity. The linear terms then cancel.

```lean
/-- If `0 ≤ X ≤ 1` as matrices, the trace of `X` is at most its rank. -/
theorem trace_le_rank {X : Matrix n n ℂ} (hX : X.PosSemidef) (h1 : (1 - X).PosSemidef) :
    X.trace.re ≤ X.rank := by
  -- every eigenvalue is at most one
  have hle : ∀ i, hX.1.eigenvalues i ≤ 1 := by
    intro i
    have hn : star (hX.1.eigenvectorBasis i).ofLp ⬝ᵥ (hX.1.eigenvectorBasis i).ofLp = 1 := by
      have h := inner_self_eq_norm_sq_to_K (𝕜 := ℂ) (hX.1.eigenvectorBasis i)
      rw [EuclideanSpace.inner_eq_star_dotProduct, hX.1.eigenvectorBasis.orthonormal.1 i,
        dotProduct_comm] at h
      simpa using h
    have h := h1.dotProduct_mulVec_nonneg (hX.1.eigenvectorBasis i).ofLp
    rw [Matrix.sub_mulVec, Matrix.one_mulVec, hX.1.mulVec_eigenvectorBasis, dotProduct_sub,
      dotProduct_smul, hn] at h
    have h' := (Complex.le_def.mp h).1
    simp at h'
    linarith
  have ht : X.trace.re = ∑ i, hX.1.eigenvalues i := by
    rw [hX.1.trace_eq_sum_eigenvalues]
    simp
  -- the rank counts the nonzero eigenvalues
  rw [ht, hX.1.rank_eq_card_non_zero_eigs, Fintype.card_subtype, Finset.card_filter]
  push_cast
  refine Finset.sum_le_sum fun i _ => ?_
  by_cases h0 : hX.1.eigenvalues i = 0
  · simp [h0]
  · simp [h0, hle i]
```

For a normalised eigenvector (`hn`), the expectation value of $1-X$ is one minus the eigenvalue, and it is nonnegative. The trace is then compared with the rank term by term: a zero eigenvalue contributes zero to both, and a nonzero one contributes at most one to the trace and exactly one to the rank.

```lean
/-- Let `H` be Hermitian, `A` and `B` positive semidefinite broadenings, and `G` the Green function
of the device. Then the transmission is real and lies between zero and the smaller of the ranks of
`A` and `B`. -/
theorem transmission_bounds {H A B G : Matrix n n ℂ} {E : ℝ} (hH : H.IsHermitian)
    (hA : A.PosSemidef) (hB : B.PosSemidef) (hG : IsGreen H A B E G) :
    (transmission A B G).im = 0 ∧ 0 ≤ (transmission A B G).re ∧
      (transmission A B G).re ≤ min (A.rank : ℝ) (B.rank : ℝ) := by
  obtain ⟨a, rfl⟩ := exists_coupling hA
  have hX : (a * G * B * Gᴴ * aᴴ).PosSemidef := by
    have h := hB.mul_mul_conjTranspose_same (a * G)
    rwa [Matrix.conjTranspose_mul, ← Matrix.mul_assoc] at h
  have h1 : (1 - a * G * B * Gᴴ * aᴴ).PosSemidef := by
    rw [← eq_sub_of_add_eq (flux_conservation hH hB.1 hG)]
    exact Matrix.posSemidef_self_mul_conjTranspose _
  have ht : transmission (aᴴ * a) B G = (a * G * B * Gᴴ * aᴴ).trace := by
    rw [Matrix.trace_mul_comm]
    simp only [transmission, Matrix.mul_assoc]
  have hpos := Complex.le_def.mp hX.trace_nonneg
  have hra : (a * G * B * Gᴴ * aᴴ).rank ≤ (aᴴ * a).rank := by
    rw [Matrix.rank_conjTranspose_mul_self]
    simp only [Matrix.mul_assoc]
    exact Matrix.rank_mul_le_left _ _
  have hrb : (a * G * B * Gᴴ * aᴴ).rank ≤ B.rank := by
    rw [Matrix.mul_assoc (a * G * B), Matrix.mul_assoc (a * G)]
    exact (Matrix.rank_mul_le_right _ _).trans (Matrix.rank_mul_le_left _ _)
  have hr := trace_le_rank hX h1
  rw [ht]
  exact ⟨hpos.2.symm, hpos.1,
    le_min (hr.trans (Nat.cast_le.mpr hra)) (hr.trans (Nat.cast_le.mpr hrb))⟩
```

The conclusion has three parts: the imaginary part vanishes, the real part is nonnegative, and the real part is at most the smaller rank. In the proof `hX` and `h1` are $0\le X\le 1$, `ht` is cyclicity, and `hra` and `hrb` are the two rank estimates. The rank of a broadening is the number of its nonzero eigenvalues, counted with multiplicity. The corresponding orthonormal eigenvectors are orbital combinations from which an electron at energy $E$ can pass directly into that contact. In a band gap of the contact the rank is zero, although the coupling may still shift the levels.

```lean
/-- For Hermitian `H` and positive semidefinite `A` and `B`, a matrix `G` whose transmission
exceeds the smaller contact rank is not the Green function of the device. -/
theorem not_isGreen_of_excess {H A B G : Matrix n n ℂ} {E : ℝ} (hH : H.IsHermitian)
    (hA : A.PosSemidef) (hB : B.PosSemidef)
    (h : min (A.rank : ℝ) (B.rank : ℝ) < (transmission A B G).re) : ¬ IsGreen H A B E G :=
  fun hG => not_lt_of_ge (transmission_bounds hH hA hB hG).2.2 h
```

This is the contrapositive. Once `H`, `A` and `B` are known to satisfy their hypotheses and the trace is evaluated correctly, an excess puts the blame on `G`.

## Equal transmission in both directions

```lean
/-- For Hermitian `H`, `A` and `B`, the transmission of a device with two contacts is the same
in both directions. -/
theorem transmission_symm {H A B G : Matrix n n ℂ} {E : ℝ} (hH : H.IsHermitian)
    (hA : A.IsHermitian) (hB : B.IsHermitian) (hG : IsGreen H A B E G) :
    transmission A B G = transmission B A G := by
  obtain ⟨h1, h2⟩ := spectral_identity hH hA hB hG
  have h : (A * (G * (A + B) * Gᴴ)).trace = (A * (Gᴴ * (A + B) * G)).trace := by rw [h1, h2]
  have e1 : A * (G * (A + B) * Gᴴ) = A * G * (A * Gᴴ) + A * G * (B * Gᴴ) := by
    simp only [Matrix.mul_add, Matrix.add_mul, Matrix.mul_assoc]
  have e2 : A * (Gᴴ * (A + B) * G) = A * Gᴴ * (A * G) + A * Gᴴ * (B * G) := by
    simp only [Matrix.mul_add, Matrix.add_mul, Matrix.mul_assoc]
  -- the reflection terms agree by cyclicity and cancel
  rw [e1, e2, Matrix.trace_add, Matrix.trace_add, Matrix.trace_mul_comm (A * Gᴴ) (A * G),
    Matrix.trace_mul_comm (A * Gᴴ) (B * G)] at h
  simpa only [transmission, Matrix.mul_assoc] using add_left_cancel h
```

Multiply both forms of the spectral identity by $A$ and take traces. The terms $\operatorname{tr}(AGAG^*)$ and $\operatorname{tr}(AG^*AG)$ are equal by cyclicity and cancel, leaving $\operatorname{tr}(AGBG^*)=\operatorname{tr}(BGAG^*)$. `H` need not be real, so the equality also holds in a magnetic field.

## Resonant levels that reach the bound

```lean
/-- Levels at energy `E`, each coupled with strength `γ > 0` to its own channel in each contact,
have `G = -(i/γ) 1`, and their transmission equals the number of levels, which is the contact rank.
-/
theorem resonant_levels_witness (E γ : ℝ) (hγ : 0 < γ) :
    ((γ : ℂ) • (1 : Matrix n n ℂ)).PosSemidef ∧
    IsGreen ((E : ℂ) • (1 : Matrix n n ℂ)) ((γ : ℂ) • 1) ((γ : ℂ) • 1) E
      ((-Complex.I * (γ : ℂ)⁻¹) • 1) ∧
    transmission ((γ : ℂ) • (1 : Matrix n n ℂ)) ((γ : ℂ) • 1)
      ((-Complex.I * (γ : ℂ)⁻¹) • 1) = Fintype.card n ∧
    ((γ : ℂ) • (1 : Matrix n n ℂ)).rank = Fintype.card n := by
  have hc : (γ : ℂ) ≠ 0 := Complex.ofReal_ne_zero.mpr hγ.ne'
  refine ⟨Matrix.PosSemidef.one.smul (Complex.zero_le_real.mpr hγ.le), ?_, ?_, ?_⟩
  · have hM : openDevice ((E : ℂ) • (1 : Matrix n n ℂ)) ((γ : ℂ) • 1) ((γ : ℂ) • 1) E
        = (Complex.I * (γ : ℂ)) • 1 := by
      unfold openDevice
      module
    have hp : Complex.I * (γ : ℂ) * (-Complex.I * (γ : ℂ)⁻¹) = 1 := by
      calc _ = -(Complex.I * Complex.I) * ((γ : ℂ) * (γ : ℂ)⁻¹) := by ring
        _ = 1 := by rw [Complex.I_mul_I, mul_inv_cancel₀ hc]; norm_num
    rw [IsGreen, hM, Matrix.smul_mul, Matrix.one_mul, smul_smul, hp, one_smul]
  · have hs : star (-Complex.I * (γ : ℂ)⁻¹) = Complex.I * (γ : ℂ)⁻¹ := by
      rw [Complex.star_def]
      simp
    have hp : (γ : ℂ) * (-Complex.I * (γ : ℂ)⁻¹) * γ * (Complex.I * (γ : ℂ)⁻¹) = 1 := by
      calc _ = -(Complex.I * Complex.I) * ((γ : ℂ) * (γ : ℂ)⁻¹) * ((γ : ℂ) * (γ : ℂ)⁻¹) := by
            ring
        _ = 1 := by rw [Complex.I_mul_I, mul_inv_cancel₀ hc]; norm_num
    have hmul : ∀ x y z w : ℂ, (x • (1 : Matrix n n ℂ)) * (y • 1) * (z • 1) * (w • 1)
        = (x * y * z * w) • 1 := by
      intro x y z w
      simp only [Matrix.mul_smul, Matrix.mul_one]
      module
    rw [transmission, Matrix.conjTranspose_smul, Matrix.conjTranspose_one, hs, hmul, hp,
      one_smul, Matrix.trace_one]
  · apply Matrix.rank_of_isUnit
    refine ⟨⟨(γ : ℂ) • 1, (γ : ℂ)⁻¹ • 1, ?_, ?_⟩, rfl⟩
    · rw [Matrix.smul_mul, Matrix.one_mul, smul_smul, mul_inv_cancel₀ hc, one_smul]
    · rw [Matrix.smul_mul, Matrix.one_mul, smul_smul, inv_mul_cancel₀ hc, one_smul]

end

end BallisticTransmission
```

Put every level at energy $E$ and couple each with strength $\gamma>0$ to a channel of its own in each contact. Then $M=i\gamma\,1$, $G=-(i/\gamma)\,1$, and each level contributes $\gamma^2/\gamma^2=1$ to the transmission. The total equals the number of levels, which is also the rank of each broadening, so the bound is attained for every number of channels.

```lean
#print axioms BallisticTransmission.transmission_bounds
-- 'BallisticTransmission.transmission_bounds' depends on axioms: [propext, Classical.choice, Quot.sound]
#print axioms BallisticTransmission.not_isGreen_of_excess
-- 'BallisticTransmission.not_isGreen_of_excess' depends on axioms: [propext, Classical.choice, Quot.sound]
#print axioms BallisticTransmission.transmission_symm
-- 'BallisticTransmission.transmission_symm' depends on axioms: [propext, Classical.choice, Quot.sound]
```
